# With opposite cubic anharmonic terms on its two sublattices, diamond shows (222) but not (200)

Anharmonicity is modelled here by prescribed atomic factors, $f(1+ic\,hkl)$ on one diamond sublattice and $f(1-ic\,hkl)$ on the other, where $f$ and $c$ are real and $hkl$ is the product of the Miller indices $h,k,l$. For even indices with sum 2 modulo 4 the structure factor is then $F=8icf\,hkl$, so for nonzero $f$ and $c$ the reflection (222) appears while (200) stays absent in single-scattering (kinematic) diffraction.

```lean
import Mathlib

open Complex
open scoped Real

namespace DiamondAnharmonicReflections

noncomputable section

/-- The four fcc centring translations, in units of the cubic cell edge. -/
def fccTranslation : Fin 4 → Fin 3 → ℝ :=
  ![![0, 0, 0], ![0, 1/2, 1/2], ![1/2, 0, 1/2], ![1/2, 1/2, 0]]

/-- The vector from an atom of the first diamond sublattice to one of the second. -/
def bond : Fin 3 → ℝ := ![1/4, 1/4, 1/4]

/-- The phase `exp (2πi (hx + ky + lz))` of a wave scattered at position `r = (x, y, z)`. -/
def phase (h k l : ℤ) (r : Fin 3 → ℝ) : ℂ :=
  Complex.exp (2 * π * I * ((h * r 0 + k * r 1 + l * r 2 : ℝ) : ℂ))

/-- The scattering factor `f (1 + i c hkl)` of an atom with a cubic anharmonic term of
strength `c`. -/
def atomFactor (f c : ℝ) (h k l : ℤ) : ℂ := f * (1 + I * c * (h * k * l))

/-- The structure factor of the cubic diamond cell: a sum over eight atoms, with anharmonic
terms of opposite sign on the two sublattices. -/
def structureFactor (f c : ℝ) (h k l : ℤ) : ℂ :=
  ∑ t, (atomFactor f c h k l * phase h k l (fccTranslation t)
    + atomFactor f (-c) h k l * phase h k l (fccTranslation t + bond))

/-- Phases multiply when positions are added. -/
theorem phase_add (h k l : ℤ) (r s : Fin 3 → ℝ) :
    phase h k l (r + s) = phase h k l r * phase h k l s := by
  unfold phase
  rw [← Complex.exp_add]
  congr 1
  simp only [Pi.add_apply]
  push_cast
  ring

/-- A position with `hx + ky + lz = n/2` scatters with phase `(-1)^n`. -/
theorem phase_half (h k l n : ℤ) (r : Fin 3 → ℝ)
    (hn : h * r 0 + k * r 1 + l * r 2 = (n : ℝ) / 2) :
    phase h k l r = (-1) ^ n := by
  unfold phase
  rw [hn, ← Complex.exp_pi_mul_I, ← Complex.exp_int_mul]
  congr 1
  push_cast
  ring

/-- For indices of one parity the four fcc translations scatter in phase. -/
theorem fcc_sum (h k l : ℤ) (hk : Even (h + k)) (kl : Even (k + l)) :
    ∑ t, phase h k l (fccTranslation t) = 4 := by
  have hl : Even (h + l) := by
    obtain ⟨a, ha⟩ := hk
    obtain ⟨b, hb⟩ := kl
    exact ⟨a + b - k, by omega⟩
  have e0 := phase_half h k l 0 (fccTranslation 0) (by simp [fccTranslation])
  have e1 := phase_half h k l (k + l) (fccTranslation 1)
    (by simp [fccTranslation]; ring)
  have e2 := phase_half h k l (h + l) (fccTranslation 2)
    (by simp [fccTranslation]; ring)
  have e3 := phase_half h k l (h + k) (fccTranslation 3)
    (by simp [fccTranslation]; ring)
  rw [Fin.sum_univ_four, e0, e1, e2, e3, kl.neg_one_zpow, hl.neg_one_zpow,
    hk.neg_one_zpow, zpow_zero]
  norm_num

/-- The phase between the two sublattices is a power of `i` fixed by `h + k + l` modulo 4. -/
theorem phase_bond (h k l : ℤ) : phase h k l bond = I ^ ((h + k + l) % 4) := by
  have hb : h * bond 0 + k * bond 1 + l * bond 2 = ((h + k + l : ℤ) : ℝ) / 4 := by
    simp [bond]
    ring
  have hI : Complex.exp (π / 2 * I) = I := by
    rw [Complex.exp_mul_I, Complex.cos_pi_div_two, Complex.sin_pi_div_two]
    simp
  have h4 : I ^ (4 : ℤ) = 1 := by
    rw [show (4 : ℤ) = ((4 : ℕ) : ℤ) from rfl, zpow_natCast, Complex.I_pow_four]
  have hp : phase h k l bond = I ^ (h + k + l) := by
    unfold phase
    rw [hb]
    calc _ = Complex.exp (((h + k + l : ℤ) : ℂ) * (π / 2 * I)) := by
          congr 1
          push_cast
          ring
      _ = I ^ (h + k + l) := by rw [Complex.exp_int_mul, hI]
  -- remove whole turns, since `i ^ 4 = 1`
  calc phase h k l bond = I ^ ((h + k + l) % 4 + 4 * ((h + k + l) / 4)) := by
        rw [hp]
        congr 1
        omega
    _ = I ^ ((h + k + l) % 4) := by
        rw [zpow_add₀ Complex.I_ne_zero, zpow_mul, h4, one_zpow, mul_one]

/-- For indices of one parity the structure factor is four times that of the two-atom basis. -/
theorem structureFactor_unmixed (f c : ℝ) (h k l : ℤ)
    (hk : Even (h + k)) (kl : Even (k + l)) :
    structureFactor f c h k l =
      4 * (atomFactor f c h k l + I ^ ((h + k + l) % 4) * atomFactor f (-c) h k l) := by
  rw [← fcc_sum h k l hk kl, ← phase_bond, Finset.sum_mul]
  unfold structureFactor
  refine Finset.sum_congr rfl fun t _ => ?_
  rw [phase_add]
  ring

/-- For even `h, k, l` with sum 2 modulo 4 the structure factor is `8 i c f hkl`. -/
theorem structureFactor_forbidden (f c : ℝ) {h k l : ℤ}
    (hh : Even h) (hk : Even k) (hl : Even l) (hs : (h + k + l) % 4 = 2) :
    structureFactor f c h k l = 8 * I * c * f * (h * k * l) := by
  have h2 : I ^ (2 : ℤ) = -1 := by
    rw [show (2 : ℤ) = ((2 : ℕ) : ℤ) from rfl, zpow_natCast, Complex.I_sq]
  -- the harmonic parts cancel, the anharmonic parts add
  rw [structureFactor_unmixed f c h k l (hh.add hk) (hk.add hl), hs, h2]
  unfold atomFactor
  push_cast
  ring

/-- With `f` and `c` nonzero, a reflection with even indices of sum 2 modulo 4 is absent
exactly when one of its indices is zero. -/
theorem forbidden_absent_iff {f c : ℝ} (hf : f ≠ 0) (hc : c ≠ 0) {h k l : ℤ}
    (hh : Even h) (hk : Even k) (hl : Even l) (hs : (h + k + l) % 4 = 2) :
    structureFactor f c h k l = 0 ↔ h = 0 ∨ k = 0 ∨ l = 0 := by
  rw [structureFactor_forbidden f c hh hk hl hs]
  simp [hf, hc, or_assoc]

/-- With `f` and `c` nonzero, the (222) reflection appears, with structure factor `64 i c f`,
while (200) is absent. -/
theorem appears_222_absent_200 {f c : ℝ} (hf : f ≠ 0) (hc : c ≠ 0) :
    structureFactor f c 2 2 2 = 64 * I * c * f ∧ structureFactor f c 2 2 2 ≠ 0 ∧
      structureFactor f c 2 0 0 = 0 := by
  have e2 : Even (2 : ℤ) := ⟨1, by norm_num⟩
  have e0 : Even (0 : ℤ) := ⟨0, by norm_num⟩
  refine ⟨?_, ?_, ?_⟩
  · rw [structureFactor_forbidden f c e2 e2 e2 (by norm_num)]
    push_cast
    ring
  · rw [Ne, forbidden_absent_iff hf hc e2 e2 e2 (by norm_num)]
    norm_num
  · exact (forbidden_absent_iff hf hc e2 e0 e0 (by norm_num)).2 (Or.inr (Or.inl rfl))

/-- For even `h, k, l` with sum 0 modulo 4 the structure factor is `8 f`, whatever the
anharmonic strength `c`. -/
theorem structureFactor_allowed_even (f c : ℝ) {h k l : ℤ}
    (hh : Even h) (hk : Even k) (hl : Even l) (hs : (h + k + l) % 4 = 0) :
    structureFactor f c h k l = 8 * f := by
  rw [structureFactor_unmixed f c h k l (hh.add hk) (hk.add hl), hs, zpow_zero]
  unfold atomFactor
  push_cast
  ring

/-- For odd `h, k, l` the structure factor is `4 f (1 + c hkl)(1 + i)` if the sum is 1 modulo 4,
and `4 f (1 - c hkl)(1 - i)` if it is 3 modulo 4. -/
theorem structureFactor_odd (f c : ℝ) {h k l : ℤ}
    (hh : Odd h) (hk : Odd k) (hl : Odd l) :
    ((h + k + l) % 4 = 1 →
      structureFactor f c h k l = 4 * f * (1 + c * (h * k * l)) * (1 + I)) ∧
    ((h + k + l) % 4 = 3 →
      structureFactor f c h k l = 4 * f * (1 - c * (h * k * l)) * (1 - I)) := by
  have h3 : I ^ (3 : ℤ) = -I := by
    rw [show (3 : ℤ) = ((3 : ℕ) : ℤ) from rfl, zpow_natCast, pow_succ, Complex.I_sq]
    ring
  rw [structureFactor_unmixed f c h k l (hh.add_odd hk) (hk.add_odd hl)]
  unfold atomFactor
  constructor
  · intro hs
    rw [hs, zpow_one]
    push_cast
    linear_combination (-4 * (f : ℂ) * c * (h * k * l)) * Complex.I_sq
  · intro hs
    rw [hs, h3]
    push_cast
    linear_combination (4 * (f : ℂ) * c * (h * k * l)) * Complex.I_sq

end

end DiamondAnharmonicReflections
```

## Eight atoms in the cubic cell

Positions are triples of real numbers in units of the cubic cell edge. `fccTranslation` lists the four centring vectors $t$, and `bond` is the vector $b=(\tfrac14,\tfrac14,\tfrac14)$ from one sublattice to the other. The indices are integers, and an atom at $r=(x,y,z)$ contributes the phase

$$\varphi(r)=e^{2\pi i(hx+ky+lz)},$$

which fixes the sign convention of the exponent. `structureFactor` is the sum over the conventional cell,

$$F=\sum_t\Big[f(1+ic\,hkl)\,\varphi(t)+f(1-ic\,hkl)\,\varphi(t+b)\Big].$$

The second sublattice uses the same function `atomFactor` with `-c` in place of `c`.

The central theorem, `structureFactor_forbidden`, says that if $h$, $k$ and $l$ are all even and $h+k+l$ leaves remainder 2 on division by 4, then $F=8icf\,hkl$. It needs no assumption that $f$ or $c$ is nonzero. The remainder `%` is never negative here, so reflections such as $(\bar 2 0 0)$ are included.

The nonzero hypotheses enter in `forbidden_absent_iff`: within this class, $F=0$ exactly when at least one index is zero. `appears_222_absent_200` gives the two examples, with $F(222)=64icf\neq0$ and $F(200)=0$. The last two theorems treat the other reflections whose indices are all even or all odd. Mixed indices are not treated.

## What the constant c stands for

An atom in diamond sits at a site of tetrahedral symmetry without an inversion centre. Its thermal displacement $u$ from the mean position may therefore have a nonzero third moment $\langle u_xu_yu_z\rangle$. To lowest order this moment adds an imaginary term proportional to $hkl$ to the atom's scattering factor, and $c$ is its relative strength. Inversion through the midpoint of a bond exchanges the sublattices and reverses the sign of the moment, hence the pair $\pm c$.

The model assumes this form; it does not derive it from a potential or a temperature. The number $f$ can be read as the harmonic scattering factor at the reflection in question, including its Debye–Waller factor. A tetrahedral distortion of the electron density by bonding has the same lowest-order dependence on $hkl$, so the model cannot tell the two effects apart. It also leaves out absorption and multiple scattering.

For simulation practice, the formula gives a check on computed structure factors: within this one-parameter, single-scattering model, setting $c=0$ must remove (222), and a nonzero $c$ gives $|F(222)|^2=4096\,c^2f^2$.

Another way to model the motion would be to give each atom of the first sublattice a displacement distribution with tetrahedral symmetry, and each atom of the second its inverted copy. Let $f_0$ be the real scattering factor of an atom at rest, without a Debye–Waller factor, and let $T=\langle e^{2\pi i(hu_x+ku_y+lu_z)}\rangle$, which contains all the thermal effects. The two factors would be $f_0T$ and $f_0\overline{T}$, and the same class of reflections would have $F=8if_0\,\operatorname{Im}T$. The opposite signs would then follow from symmetry, and all orders of anharmonicity would be present. A zero index would still force absence, but nonzero indices would no longer guarantee appearance, because $\operatorname{Im}T$ could vanish by accident.

## The harmonic parts cancel and the anharmonic parts add

Since $\varphi(t+b)=\varphi(t)\varphi(b)$, the sum separates into a lattice part and a two-atom part:

$$F=\Big(\sum_t\varphi(t)\Big)\Big[f(1+ic\,hkl)+\varphi(b)\,f(1-ic\,hkl)\Big].$$

The four centring translations give

$$\sum_t\varphi(t)=1+(-1)^{k+l}+(-1)^{h+l}+(-1)^{h+k}.$$

If $h+k$ and $k+l$ are even, so is $h+l=(h+k)+(k+l)-2k$, and the sum is 4. The bond contributes

$$\varphi(b)=e^{2\pi i(h+k+l)/4}=i^{\,h+k+l},$$

which depends only on $h+k+l$ modulo 4, because $i^4=1$.

When the sum is 2 modulo 4, $\varphi(b)=-1$, and

$$F=4f\big[(1+ic\,hkl)-(1-ic\,hkl)\big]=8icf\,hkl.$$

For nonzero $f$ and $c$ this vanishes exactly when $hkl=0$. The indices (222) have sum 6 and product 8, which gives $64icf$. The indices (200) have sum 2 and product 0, which gives zero.

The remaining classes follow from the same bracket. For even indices with sum 0 modulo 4, $\varphi(b)=1$, so the anharmonic terms cancel and $F=8f$. For odd indices with sum 1 modulo 4, $\varphi(b)=i$ and

$$F=4f\big[1+ic\,hkl+i+c\,hkl\big]=4f(1+c\,hkl)(1+i).$$

For odd indices with sum 3 modulo 4, $\varphi(b)=-i$ and

$$F=4f\big[1+ic\,hkl-i-c\,hkl\big]=4f(1-c\,hkl)(1-i).$$

## The same steps in Lean

`phase_add` proves the product rule for phases from the addition law of the exponential. `phase_half` says that a position with $hx+ky+lz=n/2$ has phase $(-1)^n$, by writing $-1$ as $e^{\pi i}$. `fcc_sum` applies it to the four translations with $n=0$, $k+l$, $h+l$ and $h+k$; the parity hypotheses turn each power into 1.

`phase_bond` first obtains $i^{h+k+l}$ from $e^{i\pi/2}=i$. It then splits the exponent into its remainder modulo 4 and a multiple of 4, an integer identity proved by `omega`, and removes the multiple with $i^4=1$.

`structureFactor_unmixed` joins these results. It replaces the number 4 by the lattice sum and $i^{(h+k+l)\bmod 4}$ by the bond phase, then compares the two sums term by term, using `phase_add` and `ring`.

In `structureFactor_forbidden` the remainder becomes 2, $i^2$ becomes $-1$, and `ring` carries out the cancellation. `forbidden_absent_iff` reads off when the resulting product vanishes, and the (222) and (200) statements substitute numbers. For all-even indices with sum 0 modulo 4 the power of $i$ is 1 and `ring` suffices. The odd cases also contain products $i\cdot i$, so `linear_combination` supplies the required multiple of $i^2=-1$.

```lean
#print axioms DiamondAnharmonicReflections.phase_bond
#print axioms DiamondAnharmonicReflections.appears_222_absent_200
#print axioms DiamondAnharmonicReflections.structureFactor_allowed_even
#print axioms DiamondAnharmonicReflections.structureFactor_odd
```

```
'DiamondAnharmonicReflections.phase_bond' depends on axioms: [propext, Classical.choice, Quot.sound]
'DiamondAnharmonicReflections.appears_222_absent_200' depends on axioms: [propext, Classical.choice, Quot.sound]
'DiamondAnharmonicReflections.structureFactor_allowed_even' depends on axioms: [propext, Classical.choice, Quot.sound]
'DiamondAnharmonicReflections.structureFactor_odd' depends on axioms: [propext, Classical.choice, Quot.sound]
```
